# For a finite bath whose lowest level is coupled to the reference state, the partitioned energy function has a fixed point below the bath

A reference state of energy a is coupled by real amplitudes V_k to finitely many bath levels e_k, and the partitioned energy function is f(E) = a + ∑ V_k² / (E − e_k). The lemma says that if e_{k₀} is a lowest bath level and V_{k₀} ≠ 0, then some real E₀ < e_{k₀} satisfies f(E₀) = E₀. The bath levels enter only through their energies and their couplings to the reference state, with no coupling among themselves. The proof finds a point L far below the bath with f(L) ≥ L and a point R just below e_{k₀} with f(R) ≤ R, then applies the intermediate value theorem to f(E) − E on [L, R].

In Lean, a first try:

```lean
import Mathlib

open Matrix

namespace LoewdinBracketing

noncomputable section

variable {ι : Type*} [Fintype ι]

/-- The partitioned energy function `f(E) = a + ∑ V_k² / (E - e_k)`. -/
def partitionedEnergy (a : ℝ) (e V : ι → ℝ) (E : ℝ) : ℝ :=
  a + ∑ k, V k ^ 2 / (E - e k)

/-- If a lowest bath level is coupled to the reference state, the partitioned energy function
has a fixed point below the bath. -/
theorem exists_fixedPoint (a : ℝ) (e V : ι → ℝ) (k₀ : ι) (hmin : ∀ k, e k₀ ≤ e k)
    (hV : V k₀ ≠ 0) : ∃ E₀ < e k₀, partitionedEnergy a e V E₀ = E₀ := by
  have hW : 0 < V k₀ ^ 2 := by positivity
  -- far below the bath, `f(L) ≥ L`
  obtain ⟨L, hL1, hL⟩ : ∃ L ≤ e k₀ - 1, L ≤ partitionedEnergy a e V L := by
    refine ⟨min (e k₀ - 1) (a - ∑ k, V k ^ 2), min_le_left _ _, ?_⟩
    have h1 := min_le_left (e k₀ - 1) (a - ∑ k, V k ^ 2)
    have h2 := min_le_right (e k₀ - 1) (a - ∑ k, V k ^ 2)
    generalize min (e k₀ - 1) (a - ∑ k, V k ^ 2) = L at h1 h2 ⊢
    have h3 : ∑ k, -(V k ^ 2) ≤ ∑ k, V k ^ 2 / (L - e k) := by
      refine Finset.sum_le_sum fun k _ => ?_
      rw [le_div_iff_of_neg (by linarith [hmin k])]
      nlinarith [hmin k, sq_nonneg (V k)]
    rw [Finset.sum_neg_distrib] at h3
    unfold partitionedEnergy
    linarith
  -- just below the lowest bath level, `f(R) ≤ R`
  obtain ⟨R, hR1, hR2, hR⟩ : ∃ R, e k₀ - 1 ≤ R ∧ R < e k₀ ∧
      partitionedEnergy a e V R ≤ R := by
    have hD : 0 < V k₀ ^ 2 + |a - e k₀| + 1 := by positivity
    obtain ⟨d, hd⟩ : ∃ d, d = V k₀ ^ 2 / (V k₀ ^ 2 + |a - e k₀| + 1) := ⟨_, rfl⟩
    have hd0 : 0 < d := hd ▸ div_pos hW hD
    have hd1 : d ≤ 1 := by
      rw [hd, div_le_one hD]
      linarith [abs_nonneg (a - e k₀)]
    have hdW : V k₀ ^ 2 / (e k₀ - d - e k₀) = -(V k₀ ^ 2 + |a - e k₀| + 1) := by
      rw [div_eq_iff (by linarith : e k₀ - d - e k₀ < 0).ne]
      have : d * (V k₀ ^ 2 + |a - e k₀| + 1) = V k₀ ^ 2 := by
        rw [hd, div_mul_cancel₀ _ hD.ne']
      linear_combination -this
    refine ⟨e k₀ - d, by linarith, by linarith, ?_⟩
    have hsum : ∑ k, V k ^ 2 / (e k₀ - d - e k) ≤ V k₀ ^ 2 / (e k₀ - d - e k₀) := by
      rw [← Finset.add_sum_erase _ _ (Finset.mem_univ k₀)]
      have : ∑ k ∈ Finset.univ.erase k₀, V k ^ 2 / (e k₀ - d - e k) ≤ 0 :=
        Finset.sum_nonpos fun k _ =>
          div_nonpos_of_nonneg_of_nonpos (sq_nonneg _) (by linarith [hmin k])
      linarith
    unfold partitionedEnergy
    linarith [le_abs_self (a - e k₀)]
  have hcont : ContinuousOn (fun E => partitionedEnergy a e V E - E) (Set.Icc L R) := by
    unfold partitionedEnergy
    refine ContinuousOn.sub (ContinuousOn.add continuousOn_const
      (continuousOn_finset_sum _ fun k _ => ContinuousOn.div continuousOn_const
        (by fun_prop) fun x hx => ?_)) continuousOn_id
    have : x - e k < 0 := by linarith [hx.2, hmin k]
    exact this.ne
  obtain ⟨E₀, hE₀, h0⟩ := intermediate_value_Icc' (hL1.trans hR1) hcont
    (show (0 : ℝ) ∈ Set.Icc _ _ from ⟨by linarith, by linarith⟩)
  exact ⟨E₀, by linarith [hE₀.2], sub_eq_zero.mp h0⟩

end

end LoewdinBracketing
```

The compiler's answer:

```
Main.lean:49:12: error(lean.synthInstanceFailed): failed to synthesize instance of type class
  DecidableEq ι

Hint: Type class instance resolution failures can be inspected with the `set_option trace.Meta.synthInstance true` command.
Main.lean:59:7: warning: `continuousOn_finset_sum` has been deprecated: Use `continuousOn_finsetSum` instead
```

This version goes through:

```diff
@@ -47,4 +47,5 @@
     refine ⟨e k₀ - d, by linarith, by linarith, ?_⟩
     have hsum : ∑ k, V k ^ 2 / (e k₀ - d - e k) ≤ V k₀ ^ 2 / (e k₀ - d - e k₀) := by
+      classical
       rw [← Finset.add_sum_erase _ _ (Finset.mem_univ k₀)]
       have : ∑ k ∈ Finset.univ.erase k₀, V k ^ 2 / (e k₀ - d - e k) ≤ 0 :=
@@ -57,5 +58,5 @@
     unfold partitionedEnergy
     refine ContinuousOn.sub (ContinuousOn.add continuousOn_const
-      (continuousOn_finset_sum _ fun k _ => ContinuousOn.div continuousOn_const
+      (continuousOn_finsetSum _ fun k _ => ContinuousOn.div continuousOn_const
         (by fun_prop) fun x hx => ?_)) continuousOn_id
     have : x - e k < 0 := by linarith [hx.2, hmin k]
```

The error is at the rewrite with `Finset.add_sum_erase`, which splits the k₀ term from the sum over all bath levels. The remaining sum runs over `Finset.univ.erase k₀`, and `Finset.erase` needs decidable equality on the index type to tell which element to remove. The file assumes only `Fintype ι`, which makes the type finite but does not supply `DecidableEq ι`, so Lean finds no instance.

The added `classical` makes decidable equality available by classical logic for the rest of the proof of `hsum`. That serves both the rewrite and the next `have`, which writes `Finset.univ.erase k₀` explicitly. The lemma's statement needs no new hypothesis.

The other message is only a deprecation warning. Replacing `continuousOn_finset_sum` by `continuousOn_finsetSum` adopts the current name and is mere tidying.
